# Naimark dilation of a yes-no measurement: finite-dimensional effects are the corner blocks of projectors on the doubled space

A photon detector that sometimes misses a photon and sometimes fires in the dark still answers yes or no, but its "yes" operator \(E\) is generally not a projector. In state \(\rho\) it fires with probability \(\operatorname{tr}(\rho E)\). Could the same statistics come from a sharp measurement on a larger system? For a finite-dimensional system and two outcomes they can, and doubling the number of levels is enough. This is a small case of Naimark's dilation theorem, which treats general measurements with many outcomes. The question here concerns outcome probabilities, not the state left after the measurement.

## Effects, projectors and the enlarged space

The finite type `n` labels an orthonormal basis of the system, and `m` labels the added levels. The disjoint union `n ⊕ m` then labels a basis of the direct sum, with the system as first summand. Lean's `ᴴ` is the adjoint \(\dagger\).

```lean
import Mathlib

open Matrix
open scoped ComplexOrder

namespace NaimarkYesNo

noncomputable section

variable {n m : Type*} [Fintype n] [DecidableEq n] [Fintype m]
```

An effect is a matrix for which "yes" and "no" both have non-negative probability in every state. Mathlib's `PosSemidef` includes Hermiticity.

```lean
/-- An effect, the "yes" operator of an unsharp yes-no measurement: both `E` and `1 - E`
are positive semidefinite. -/
def IsEffect (E : Matrix n n ℂ) : Prop :=
  E.PosSemidef ∧ (1 - E).PosSemidef
```

A sharp measurement has a Hermitian idempotent as its "yes" operator.

```lean
/-- A projector, the "yes" operator of a sharp yes-no measurement: a Hermitian idempotent. -/
def IsProjector {k : Type*} [Fintype k] (P : Matrix k k ℂ) : Prop :=
  P.IsHermitian ∧ P * P = P
```

The next matrix is a candidate for the sharp measurement on the doubled space; part (e) tests it.

```lean
/-- The block matrix with `E` and `1 - E` on the diagonal and the coupling `S` in both
off-diagonal corners. -/
def dilation (E S : Matrix n n ℂ) : Matrix (n ⊕ n) (n ⊕ n) ℂ :=
  fromBlocks E S S (1 - E)
```

## (a) How far the corner is from idempotent

Let \(P\) be a projector on the enlarged space, with upper blocks \(E\) and \(B\). Show that
\[
E-E^2=BB^\dagger .
\]

**Solution.** Since \(P\) is Hermitian,
\[
P=\begin{pmatrix}E&B\\B^\dagger&F\end{pmatrix}.
\]
The upper-left block of \(P^2=P\) reads \(E^2+BB^\dagger=E\).

In Lean, `h` is this equation for one entry, with the sum over `n ⊕ m` split in two. Hermiticity enters as `hs`, and `linear_combination` rearranges.

```lean
omit [DecidableEq n] in
/-- For a projector on an enlarged space, the failure of its system block `E` to be idempotent
is `E - E² = B B†`, where `B` is the block coupling the system to the added space. -/
theorem block_defect {P : Matrix (n ⊕ m) (n ⊕ m) ℂ} (hP : IsProjector P) :
    P.toBlocks₁₁ - P.toBlocks₁₁ * P.toBlocks₁₁ = P.toBlocks₁₂ * P.toBlocks₁₂ᴴ := by
  ext i j
  -- the upper-left corner of P * P = P, entry by entry
  have h := congrFun (congrFun hP.2 (Sum.inl i)) (Sum.inl j)
  rw [Matrix.mul_apply, Fintype.sum_sum_type] at h
  have hs : ∀ k, star (P (Sum.inl j) (Sum.inr k)) = P (Sum.inr k) (Sum.inl j) :=
    fun k => hP.1.apply (Sum.inr k) (Sum.inl j)
  simp only [Matrix.sub_apply, Matrix.mul_apply, toBlocks₁₁, toBlocks₁₂, Matrix.of_apply,
    Matrix.conjTranspose_apply, hs]
  linear_combination -h
```

## (b) The corner is an effect

Show that, for the same \(P\),
\[
E\ge 0,\qquad 1-E\ge 0 .
\]

**Solution.** \(E\) is Hermitian, so part (a) gives
\[
E=E^\dagger E+BB^\dagger .
\]
Also \((1-E)^2+(E-E^2)=1-E\), hence
\[
1-E=(1-E)^\dagger(1-E)+BB^\dagger .
\]
Every term is positive semidefinite, because \(v^\dagger A^\dagger A v=\|Av\|^2\) and \(v^\dagger BB^\dagger v=\|B^\dagger v\|^2\).

The two equations named `e` are these decompositions. The number of added levels plays no role.

```lean
/-- The system block of a projector on an enlarged space is an effect, whatever the size of
the added space. -/
theorem isEffect_of_isProjector {P : Matrix (n ⊕ m) (n ⊕ m) ℂ} (hP : IsProjector P) :
    IsEffect P.toBlocks₁₁ := by
  have h := block_defect hP
  have hE : P.toBlocks₁₁ᴴ = P.toBlocks₁₁ := by
    ext i j
    exact hP.1.apply (Sum.inl i) (Sum.inl j)
  have hB := posSemidef_self_mul_conjTranspose P.toBlocks₁₂
  constructor
  · -- E = E† E + B B†
    have e : P.toBlocks₁₁ =
        P.toBlocks₁₁ᴴ * P.toBlocks₁₁ + P.toBlocks₁₂ * P.toBlocks₁₂ᴴ := by
      rw [hE, ← h]
      abel
    rw [e]
    exact (posSemidef_conjTranspose_mul_self _).add hB
  · -- 1 - E = (1 - E)† (1 - E) + B B†
    have e : 1 - P.toBlocks₁₁ =
        (1 - P.toBlocks₁₁)ᴴ * (1 - P.toBlocks₁₁) + P.toBlocks₁₂ * P.toBlocks₁₂ᴴ := by
      rw [conjTranspose_sub, conjTranspose_one, hE, ← h]
      noncomm_ring
    rw [e]
    exact (posSemidef_conjTranspose_mul_self _).add hB
```

## (c) Diagonalising a Hermitian matrix

For Hermitian \(E\), find a matrix \(U\) and real numbers \(d_i\) with
\[
U^\dagger U=1,\qquad E=U\,\mathrm{diag}(d_i)\,U^\dagger .
\]

**Solution.** In nonzero dimension the characteristic polynomial has a root, so \(E\) has a unit eigenvector \(u\), with eigenvalue \(u^\dagger Eu\), which is real. \(E\) maps the orthogonal complement of \(u\) into itself, so induction on the dimension gives an orthonormal eigenbasis. With these vectors as columns of \(U\), \(EU=U\,\mathrm{diag}(d_i)\); since \(U\) is square, \(U^\dagger U=1\) also gives \(UU^\dagger=1\), and multiplying by \(U^\dagger\) on the right gives the claim.

Lean takes this from Mathlib's `spectral_theorem`.

```lean
/-- A Hermitian matrix is diagonalised by a unitary, with real diagonal entries. -/
theorem exists_diagonalisation {E : Matrix n n ℂ} (h : E.IsHermitian) :
    ∃ (U : Matrix n n ℂ) (d : n → ℝ),
      Uᴴ * U = 1 ∧ E = U * diagonal (fun i => (d i : ℂ)) * Uᴴ := by
  refine ⟨(h.eigenvectorUnitary : Matrix n n ℂ), h.eigenvalues, ?_, ?_⟩
  · exact mem_unitaryGroup_iff'.mp h.eigenvectorUnitary.2
  · have hs := h.spectral_theorem
    rw [Unitary.conjStarAlgAut_apply] at hs
    exact hs
```

## (d) A coupling for every effect

Given an effect \(E\), find a Hermitian \(S\) with
\[
S^2=E-E^2,\qquad ES=SE .
\]

**Solution.** Let \(u_i\) be the columns of \(U\). Then \(d_i=u_i^\dagger Eu_i\ge0\) and \(1-d_i=u_i^\dagger(1-E)u_i\ge0\), so \(s_i=\sqrt{d_i(1-d_i)}\) is real. Put \(S=U\,\mathrm{diag}(s_i)\,U^\dagger\), which is Hermitian. Since \(U^\dagger U=1\),
\[
(UXU^\dagger)(UYU^\dagger)=UXYU^\dagger .
\]
Therefore \(S^2=U\,\mathrm{diag}(d_i-d_i^2)\,U^\dagger=E-E^2\), and both \(ES\) and \(SE\) equal \(U\,\mathrm{diag}(d_is_i)\,U^\dagger\).

The bounds are `h0` and `h1`, and the product rule is `hmul`. In a numerical code the same construction takes one call to a Hermitian eigensolver, then the square roots \(s_i\) and the matrix products that form \(S\). Round-off can put a \(d_i\) slightly outside \([0,1]\), so it should be clipped before the square root.

```lean
/-- Every effect `E` has a Hermitian coupling `S` that commutes with `E` and squares to
`E - E²`. -/
theorem exists_coupling {E : Matrix n n ℂ} (h : IsEffect E) :
    ∃ S : Matrix n n ℂ, S.IsHermitian ∧ S * S = E - E * E ∧ E * S = S * E := by
  obtain ⟨U, d, hU, hE⟩ := exists_diagonalisation h.1.1
  have hUE : Uᴴ * E * U = diagonal (fun i => (d i : ℂ)) := by
    calc Uᴴ * E * U = (Uᴴ * U) * diagonal (fun i => (d i : ℂ)) * (Uᴴ * U) := by
          rw [hE]
          simp only [Matrix.mul_assoc]
      _ = _ := by rw [hU, Matrix.one_mul, Matrix.mul_one]
  -- positivity of E and of 1 - E confines the eigenvalues to [0, 1]
  have h0 : ∀ i, 0 ≤ d i := by
    intro i
    have p := h.1.conjTranspose_mul_mul_same U
    rw [hUE] at p
    have q := posSemidef_diagonal_iff.mp p i
    exact_mod_cast q
  have h1 : ∀ i, 0 ≤ 1 - d i := by
    intro i
    have p := h.2.conjTranspose_mul_mul_same U
    rw [Matrix.mul_sub, Matrix.sub_mul, Matrix.mul_one, hU, hUE, ← diagonal_one,
      diagonal_sub] at p
    have q := posSemidef_diagonal_iff.mp p i
    exact_mod_cast q
  have hmul : ∀ X Y : Matrix n n ℂ, (U * X * Uᴴ) * (U * Y * Uᴴ) = U * (X * Y) * Uᴴ := by
    intro X Y
    calc (U * X * Uᴴ) * (U * Y * Uᴴ) = U * X * (Uᴴ * U) * Y * Uᴴ := by
          simp only [Matrix.mul_assoc]
      _ = _ := by
          rw [hU, Matrix.mul_one]
          simp only [Matrix.mul_assoc]
  -- take the square root of d (1 - d) in the eigenbasis
  refine ⟨U * diagonal (fun i => ((Real.sqrt (d i * (1 - d i)) : ℝ) : ℂ)) * Uᴴ, ?_, ?_, ?_⟩
  · apply isHermitian_mul_mul_conjTranspose
    apply isHermitian_diagonal_of_self_adjoint
    ext i
    exact Complex.conj_ofReal _
  · rw [hE, hmul, hmul, ← Matrix.sub_mul, ← Matrix.mul_sub]
    congr 2
    rw [diagonal_mul_diagonal, diagonal_mul_diagonal, diagonal_sub]
    congr 1
    funext i
    have h2 : ((Real.sqrt (d i * (1 - d i)) : ℝ) : ℂ) * (Real.sqrt (d i * (1 - d i)) : ℝ)
        = (d i : ℂ) * (1 - (d i : ℂ)) := by
      exact_mod_cast Real.mul_self_sqrt (mul_nonneg (h0 i) (h1 i))
    simpa only [mul_sub, mul_one] using h2
  · rw [hE, hmul, hmul, diagonal_mul_diagonal, diagonal_mul_diagonal]
    simp only [mul_comm]
```

## (e) The block matrix is a projector

Let \(E\) and \(S\) be Hermitian and satisfy the two relations of part (d). Show that
\[
P=\begin{pmatrix}E&S\\S&1-E\end{pmatrix}
\quad\text{satisfies}\quad P^\dagger=P,\quad P^2=P .
\]

**Solution.** Hermiticity is visible block by block. The blocks of \(P^2\) are
\[
\begin{aligned}
E^2+S^2&=E,\\
ES+S(1-E)&=S+(ES-SE)=S,\\
SE+(1-E)S&=S+(SE-ES)=S,\\
S^2+(1-E)^2&=1-E .
\end{aligned}
\]

These are `a`, `b`, `c` and `e` in the proof.

```lean
/-- If `E` and `S` are Hermitian and commute, and `S² = E - E²`, then the block matrix
`dilation E S` is a projector. -/
theorem dilation_isProjector {E S : Matrix n n ℂ} (hE : E.IsHermitian) (hS : S.IsHermitian)
    (hsq : S * S = E - E * E) (hc : E * S = S * E) : IsProjector (dilation E S) := by
  constructor
  · change (fromBlocks E S S (1 - E))ᴴ = fromBlocks E S S (1 - E)
    simp only [fromBlocks_conjTranspose, conjTranspose_sub, conjTranspose_one, hE.eq, hS.eq]
  · have a : E * E + S * S = E := by rw [hsq]; abel
    have b : E * S + S * (1 - E) = S := by rw [hc]; noncomm_ring
    have c : S * E + (1 - E) * S = S := by rw [← hc]; noncomm_ring
    have e : S * S + (1 - E) * (1 - E) = 1 - E := by rw [hsq]; noncomm_ring
    rw [dilation, fromBlocks_multiply, a, b, c, e]
```

## (f) A two-level example

Check the hypotheses of part (e) for
\[
E=\tfrac1{25}\begin{pmatrix}9&0\\0&16\end{pmatrix},\qquad
S=\tfrac{12}{25}\begin{pmatrix}1&0\\0&1\end{pmatrix}.
\]

**Solution.** Both matrices are real and diagonal, so they are Hermitian and commute. Both diagonal entries of \(E-E^2\) are \(\tfrac{9}{25}\cdot\tfrac{16}{25}=\left(\tfrac{12}{25}\right)^2\).

The example also exposes a likely slip: accepting any Hermitian square root of \(E-E^2\). The matrix \(\tfrac{12}{25}\sigma_x\), with \(\sigma_x\) the Pauli matrix that swaps the two levels, has the same square but does not commute with \(E\), and the off-diagonal blocks in part (e) then fail.

Lean compares the matrices entry by entry.

```lean
/-- The 2 × 2 diagonal matrix `E` with entries 9/25 and 16/25, and the matrix `S` equal to 12/25
times the identity, satisfy the relations required of `E` and `S` in `dilation_isProjector`. -/
theorem dilation_witness :
    let E : Matrix (Fin 2) (Fin 2) ℂ := !![9 / 25, 0; 0, 16 / 25]
    let S : Matrix (Fin 2) (Fin 2) ℂ := !![12 / 25, 0; 0, 12 / 25]
    E.IsHermitian ∧ S.IsHermitian ∧ S * S = E - E * E ∧ E * S = S * E := by
  refine ⟨?_, ?_, ?_, ?_⟩ <;> ext i j <;> fin_cases i <;> fin_cases j <;>
    norm_num [Matrix.mul_apply, Fin.sum_univ_succ, Matrix.conjTranspose_apply]
```

## (g) Effects are exactly the corners

Show that, for any complex square matrix \(E\),
\[
E\ge0,\ 1-E\ge0
\iff
\exists\,P=P^\dagger=P^2:\ P_{11}=E,
\]
where \(P\) acts on the doubled space and \(P_{11}\) is its upper-left block.

**Solution.** From left to right, part (d) supplies \(S\) and part (e) turns it into \(P\). From right to left, apply part (b) with as many added levels as the system has.

The Lean proof has the same two branches. It does not claim that \(P\) is unique.

```lean
/-- **Naimark dilation of a yes-no measurement.** A matrix `E` is an effect if and only if it
is the upper-left block of a projector on the doubled space. -/
theorem naimark_yes_no (E : Matrix n n ℂ) :
    IsEffect E ↔ ∃ P : Matrix (n ⊕ n) (n ⊕ n) ℂ, IsProjector P ∧ P.toBlocks₁₁ = E := by
  constructor
  · intro h
    obtain ⟨S, hS, hsq, hc⟩ := exists_coupling h
    exact ⟨dilation E S, dilation_isProjector h.1.1 hS hsq hc, toBlocks_fromBlocks₁₁ _ _ _ _⟩
  · rintro ⟨P, hP, rfl⟩
    exact isEffect_of_isProjector hP
```

## (h) The probabilities agree

Place \(\rho\) in the first summand and show that
\[
\operatorname{tr}\!\left[\begin{pmatrix}\rho&0\\0&0\end{pmatrix}P\right]=\operatorname{tr}(\rho P_{11}).
\]

**Solution.** The product has upper blocks \(\rho P_{11}\) and \(\rho P_{12}\) and a zero lower row. Only \(\rho P_{11}\) contributes to the trace.

The identity holds for all matrices \(\rho\) and \(P\). When \(\rho\) is a density matrix and \(P\) a projector, both sides are Born-rule probabilities of "yes": the left for the sharp measurement on the enlarged space, the right for the detector with "yes" operator \(P_{11}\). The doubled space can be identified with the tensor product of the system and an auxiliary two-level system, one summand for each basis state of the latter; the enlarged state is then \(\rho\) with the auxiliary system prepared in its first basis state.

```lean
omit [DecidableEq n] in
/-- For a matrix `ρ` placed in the system block of the enlarged space, the trace rule with `P`
gives the same number as the trace rule with the system block of `P`. -/
theorem trace_rule (ρ : Matrix n n ℂ) (P : Matrix (n ⊕ m) (n ⊕ m) ℂ) :
    (fromBlocks ρ 0 0 (0 : Matrix m m ℂ) * P).trace = (ρ * P.toBlocks₁₁).trace := by
  simp [Matrix.trace, Matrix.mul_apply, Fintype.sum_sum_type, toBlocks₁₁]
```

## (i) Sharpness means no coupling

For a projector \(P\) with upper blocks \(E\) and \(B\), show that
\[
B=0\iff E^2=E .
\]

**Solution.** By part (a), \(E^2=E\) means \(BB^\dagger=0\). The diagonal entries of \(BB^\dagger\) are \(\sum_k|B_{ik}|^2\), so they vanish only if \(B=0\). The converse is immediate.

The Lean proof rewrites \(B=0\) as \(BB^\dagger=0\) and then applies `block_defect`. A projector whose upper-left block is an unsharp effect, one with \(E^2\neq E\), therefore has \(B\neq0\): it has matrix elements between the first summand and the added levels.

```lean
omit [DecidableEq n] in
/-- A projector on an enlarged space has no coupling between the system and the added space
exactly when its system block is idempotent. -/
theorem coupling_eq_zero_iff {P : Matrix (n ⊕ m) (n ⊕ m) ℂ} (hP : IsProjector P) :
    P.toBlocks₁₂ = 0 ↔ P.toBlocks₁₁ * P.toBlocks₁₁ = P.toBlocks₁₁ := by
  rw [← self_mul_conjTranspose_eq_zero, ← block_defect hP, sub_eq_zero, eq_comm]

end

end NaimarkYesNo
```

```lean
#print axioms NaimarkYesNo.naimark_yes_no
-- 'NaimarkYesNo.naimark_yes_no' depends on axioms: [propext, Classical.choice, Quot.sound]
#print axioms NaimarkYesNo.trace_rule
-- 'NaimarkYesNo.trace_rule' depends on axioms: [propext, Classical.choice, Quot.sound]
#print axioms NaimarkYesNo.coupling_eq_zero_iff
-- 'NaimarkYesNo.coupling_eq_zero_iff' depends on axioms: [propext, Classical.choice, Quot.sound]
```
